# Logarithmic Lieb-Wu equations and the parity of their quantum numbers

## Question

To solve the Lieb-Wu equations of the one-dimensional Hubbard ring numerically, I take logarithms, fix a quantum number for each momentum and each spin rapidity, and run a root finder. For the momenta this rests on the following claim. For coupling \(u>0\), real momentum \(k\), ring length \(L\) and real spin rapidities \(\lambda_0,\dots,\lambda_{M-1}\),
\[ e^{ikL}=\prod_a \frac{\lambda_a-\sin k-iu}{\lambda_a-\sin k+iu} \]
holds if and only if
\[ kL=2\pi I-\sum_a 2\arctan\frac{\sin k-\lambda_a}{u} \]
for some \(I\) with \(I+M/2\in\mathbb Z\). Can this be stated and proved in Lean 4 with Mathlib?

## Answer

### Objects and conventions

For \(N\) electrons, \(M\) of them spin-down, with hopping \(t\) and on-site interaction \(U\), the coupling is \(u=U/4t\). `scatter u y` is \(S_u(y)=(y-iu)/(y+iu)\) and `phase u y` is \(\Theta_u(y)=2\arctan(y/u)\) on the principal branch. The momenta \(k_0,\dots,k_{N-1}\) and the rapidities are real functions on `Fin N` and `Fin M`. `ChargeEq` is the product equation above. `SpinEq` is
\[ \prod_j S_u(\lambda_a-\sin k_j)=-\prod_b S_{2u}(\lambda_a-\lambda_b), \]
where \(b=a\) is included and its factor \(S_{2u}(0)=-1\) cancels the sign in front. The hypothesis is `u ≠ 0`, which contains \(u>0\). \(L\) is any real number, and \(k\) is not reduced modulo \(2\pi\). Both equations are definitions: the Hamiltonian and the Bethe wavefunction do not enter.

### Derivation

Put \(\theta=\arctan(y/u)\), so \(\cos\theta>0\) and \(u\sin\theta=y\cos\theta\). Multiplying numerator and denominator by \(\cos\theta/u\),
\[ S_u(y)=\frac{\sin\theta-i\cos\theta}{\sin\theta+i\cos\theta}=\frac{-ie^{i\theta}}{ie^{-i\theta}}=-e^{2i\theta}=e^{i(\pi+\Theta_u(y))}. \]
A product of \(M\) factors with arguments \(y_a\) is then \(\exp i\big(M\pi+\sum_a\Theta_u(y_a)\big)\). For real \(\alpha,\beta\), \(e^{i\alpha}=e^{i\beta}\) exactly when \(\alpha=\beta+2\pi n\) with \(n\in\mathbb Z\). The charge equation is thus equivalent to
\[ kL=M\pi+2\pi n+\sum_a\Theta_u(\lambda_a-\sin k)=2\pi\Big(\frac M2+n\Big)-\sum_a\Theta_u(\sin k-\lambda_a), \]
since \(\Theta_u\) is odd. With \(I=M/2+n\) one has \(I+M/2=M+n\in\mathbb Z\); conversely, \(I+M/2=m\) gives \(n=m-M\). Hence \(I\) is an integer for even \(M\) and half an odd integer for odd \(M\). At \(M=0\) this is \(kL=2\pi I\).

In the spin equation the minus sign is one more phase \(\pi\):
\[ N\pi+\sum_j\Theta_u(\lambda_a-\sin k_j)=(1+M)\pi+\sum_b\Theta_{2u}(\lambda_a-\lambda_b)+2\pi n. \]
With \(J=(1+M-N)/2+n\) this reads \(\sum_j\Theta_u(\lambda_a-\sin k_j)=2\pi J+\sum_b\Theta_{2u}(\lambda_a-\lambda_b)\), and \(J+(N-M+1)/2=1+n\in\mathbb Z\).

If all equations hold, with numbers \(I_j\) and \(J_a\), summing the charge equations over \(j\) and inserting the spin equations summed over \(a\) gives
\[ L\sum_jk_j=2\pi\sum_jI_j+\sum_{a,j}\Theta_u(\lambda_a-\sin k_j)=2\pi\Big(\sum_jI_j+\sum_aJ_a\Big)+\sum_{a,b}\Theta_{2u}(\lambda_a-\lambda_b). \]
The last sum equals its own negative under \(a\leftrightarrow b\) and vanishes.

### The file

```lean
import Mathlib

open Real

namespace LiebWuLogarithm

noncomputable section

/-- The two-body scattering factor `(y - iu)/(y + iu)` at rapidity difference `y`. -/
def scatter (u y : ℝ) : ℂ := ((y : ℂ) - Complex.I * u) / ((y : ℂ) + Complex.I * u)

/-- The phase shift `2 arctan (y/u)`. -/
def phase (u y : ℝ) : ℝ := 2 * arctan (y / u)

/-- The charge Lieb-Wu equation for a momentum `k` on a ring of length `L` with spin
rapidities `lam`: `exp(ikL) = ∏_a (λ_a - sin k - iu)/(λ_a - sin k + iu)`. -/
def ChargeEq {M : ℕ} (u L k : ℝ) (lam : Fin M → ℝ) : Prop :=
  Complex.exp (((k * L : ℝ) : ℂ) * Complex.I) = ∏ a, scatter u (lam a - sin k)

/-- The spin Lieb-Wu equation for the rapidity `λ_a`: the product over momenta of
`(λ_a - sin k_j - iu)/(λ_a - sin k_j + iu)` equals minus the product over all `b` of
`(λ_a - λ_b - 2iu)/(λ_a - λ_b + 2iu)`. -/
def SpinEq {N M : ℕ} (u : ℝ) (k : Fin N → ℝ) (lam : Fin M → ℝ) (a : Fin M) : Prop :=
  ∏ j, scatter u (lam a - sin (k j)) = -∏ b, scatter (2 * u) (lam a - lam b)

/-- For nonzero coupling the scattering factor is the pure phase
`exp(i(π + 2 arctan(y/u)))`. -/
theorem scatter_eq_exp {u : ℝ} (hu : u ≠ 0) (y : ℝ) :
    scatter u y = Complex.exp (((π + phase u y : ℝ) : ℂ) * Complex.I) := by
  unfold scatter phase
  obtain ⟨θ, hθ⟩ : ∃ θ, θ = arctan (y / u) := ⟨_, rfl⟩
  have hc : cos θ ≠ 0 := by rw [hθ]; exact (cos_arctan_pos _).ne'
  have ht : sin θ / cos θ = y / u := by rw [← tan_eq_sin_div_cos, hθ, tan_arctan]
  -- the angle satisfies u sin θ = y cos θ
  rw [div_eq_div_iff hc hu] at ht
  have h2 := sin_sq_add_cos_sq θ
  have he : Complex.exp ((θ : ℂ) * Complex.I)
      = ((cos θ : ℝ) : ℂ) + ((sin θ : ℝ) : ℂ) * Complex.I := by
    rw [Complex.exp_mul_I, ← Complex.ofReal_cos, ← Complex.ofReal_sin]
  have hs : Complex.exp (((π + 2 * θ : ℝ) : ℂ) * Complex.I)
      = Complex.exp ((π : ℂ) * Complex.I) * Complex.exp ((θ : ℂ) * Complex.I) ^ 2 := by
    rw [sq, ← Complex.exp_add, ← Complex.exp_add]
    congr 1
    push_cast
    ring
  have hd : (y : ℂ) + Complex.I * u ≠ 0 := by
    intro h
    have him := congrArg Complex.im h
    simp at him
    exact hu him
  rw [← hθ, hs, he, Complex.exp_pi_mul_I, div_eq_iff hd]
  generalize cos θ = c at hc ht h2 ⊢
  generalize sin θ = s at ht h2 ⊢
  have hcC : (c : ℂ) ≠ 0 := by exact_mod_cast hc
  have h1C : (s : ℂ) * u = y * c := by exact_mod_cast ht
  have h2C : (s : ℂ) ^ 2 + (c : ℂ) ^ 2 = 1 := by exact_mod_cast h2
  apply mul_left_cancel₀ hcC
  linear_combination (-(1 + ((c : ℂ) + s * Complex.I) ^ 2)) * h1C
    + (u : ℂ) * (c + s * Complex.I) * Complex.I * h2C
    + (u : ℂ) * (s + (c + s * Complex.I) * c * s) * Complex.I_sq

/-- The phase shift changes sign when the two rapidities are exchanged. -/
theorem phase_swap (u x y : ℝ) : phase u (x - y) = -phase u (y - x) := by
  unfold phase
  rw [← neg_sub y x, neg_div, arctan_neg]
  ring

/-- Two real angles give the same phase factor exactly when they differ by an integer
multiple of `2π`. -/
theorem exp_eq_iff (a b : ℝ) :
    Complex.exp ((a : ℂ) * Complex.I) = Complex.exp ((b : ℂ) * Complex.I) ↔
      ∃ n : ℤ, a = b + n * (2 * π) := by
  rw [Complex.exp_eq_exp_iff_exists_int]
  constructor
  · rintro ⟨n, h⟩
    have h' : (a : ℂ) = b + n * (2 * π) :=
      mul_right_cancel₀ Complex.I_ne_zero (by rw [h]; ring)
    exact ⟨n, by exact_mod_cast h'⟩
  · rintro ⟨n, h⟩
    refine ⟨n, ?_⟩
    rw [h]
    push_cast
    ring

/-- A product of `M` scattering factors is the phase factor of `Mπ` plus the sum of the
phase shifts. -/
theorem prod_scatter {u : ℝ} (hu : u ≠ 0) {M : ℕ} (y : Fin M → ℝ) :
    ∏ a, scatter u (y a)
      = Complex.exp (((M * π + ∑ a, phase u (y a) : ℝ) : ℂ) * Complex.I) := by
  simp only [scatter_eq_exp hu]
  rw [← Complex.exp_sum, ← Finset.sum_mul, ← Complex.ofReal_sum, Finset.sum_add_distrib,
    Finset.sum_const, Finset.card_univ, Fintype.card_fin, nsmul_eq_mul]

/-- Logarithmic charge Lieb-Wu equation: the product form holds if and only if
`kL = 2πI - ∑_a 2 arctan((sin k - λ_a)/u)` for some `I` with `I + M/2` an integer. -/
theorem chargeEq_iff_log {M : ℕ} {u : ℝ} (hu : u ≠ 0) (L k : ℝ) (lam : Fin M → ℝ) :
    ChargeEq u L k lam ↔ ∃ I : ℝ, (∃ m : ℤ, I + M / 2 = m) ∧
      k * L = 2 * π * I - ∑ a, phase u (sin k - lam a) := by
  have hs : ∑ a, phase u (sin k - lam a) = -∑ a, phase u (lam a - sin k) := by
    rw [← Finset.sum_neg_distrib]
    exact Finset.sum_congr rfl fun a _ => phase_swap u _ _
  unfold ChargeEq
  rw [prod_scatter hu, exp_eq_iff, hs]
  constructor
  · rintro ⟨n, h⟩
    -- the M factors of -1 are absorbed in I = M/2 + n
    exact ⟨M / 2 + n, ⟨M + n, by push_cast; ring⟩, by linear_combination h⟩
  · rintro ⟨I, ⟨m, hm⟩, h⟩
    exact ⟨m - M, by push_cast; linear_combination h + 2 * π * hm⟩

/-- For an even number of spin rapidities the charge equation is the logarithmic equation
with an integer quantum number. -/
theorem chargeEq_iff_of_even {M : ℕ} (hM : Even M) {u : ℝ} (hu : u ≠ 0) (L k : ℝ)
    (lam : Fin M → ℝ) :
    ChargeEq u L k lam ↔ ∃ n : ℤ, k * L = 2 * π * n - ∑ a, phase u (sin k - lam a) := by
  obtain ⟨r, hr⟩ := hM
  have hR : (M : ℝ) = r + r := by exact_mod_cast hr
  rw [chargeEq_iff_log hu]
  constructor
  · rintro ⟨I, ⟨m, hm⟩, h⟩
    exact ⟨m - r, by push_cast; linear_combination h + 2 * π * hm - π * hR⟩
  · rintro ⟨n, h⟩
    exact ⟨n, ⟨n + r, by push_cast; linear_combination hR / 2⟩, h⟩

/-- For an odd number of spin rapidities the charge equation is the logarithmic equation
with a half-odd-integer quantum number `n + 1/2`. -/
theorem chargeEq_iff_of_odd {M : ℕ} (hM : Odd M) {u : ℝ} (hu : u ≠ 0) (L k : ℝ)
    (lam : Fin M → ℝ) :
    ChargeEq u L k lam ↔
      ∃ n : ℤ, k * L = 2 * π * (n + 1 / 2) - ∑ a, phase u (sin k - lam a) := by
  obtain ⟨r, hr⟩ := hM
  have hR : (M : ℝ) = 2 * r + 1 := by exact_mod_cast hr
  rw [chargeEq_iff_log hu]
  constructor
  · rintro ⟨I, ⟨m, hm⟩, h⟩
    exact ⟨m - r - 1, by push_cast; linear_combination h + 2 * π * hm - π * hR⟩
  · rintro ⟨n, h⟩
    exact ⟨n + 1 / 2, ⟨n + r + 1, by push_cast; linear_combination hR / 2⟩, h⟩

/-- Logarithmic spin Lieb-Wu equation: the product form holds if and only if
`∑_j 2 arctan((λ_a - sin k_j)/u) = 2πJ + ∑_b 2 arctan((λ_a - λ_b)/2u)` for some `J` with
`J + (N - M + 1)/2` an integer. -/
theorem spinEq_iff_log {N M : ℕ} {u : ℝ} (hu : u ≠ 0) (k : Fin N → ℝ) (lam : Fin M → ℝ)
    (a : Fin M) :
    SpinEq u k lam a ↔ ∃ J : ℝ, (∃ m : ℤ, J + (N - M + 1) / 2 = m) ∧
      ∑ j, phase u (lam a - sin (k j)) = 2 * π * J + ∑ b, phase (2 * u) (lam a - lam b) := by
  -- the overall minus sign is one more phase π
  have hneg : ∀ x : ℝ, -Complex.exp ((x : ℂ) * Complex.I)
      = Complex.exp (((π + x : ℝ) : ℂ) * Complex.I) := by
    intro x
    rw [Complex.ofReal_add, add_mul, Complex.exp_add, Complex.exp_pi_mul_I]
    ring
  unfold SpinEq
  rw [prod_scatter hu, prod_scatter (mul_ne_zero two_ne_zero hu), hneg, exp_eq_iff]
  constructor
  · rintro ⟨n, h⟩
    exact ⟨(1 + M - N) / 2 + n, ⟨1 + n, by push_cast; ring⟩, by linear_combination h⟩
  · rintro ⟨J, ⟨m, hm⟩, h⟩
    exact ⟨m - 1, by push_cast; linear_combination h + 2 * π * hm⟩

/-- A solution of all charge and spin equations has quantum numbers `I_j`, `J_a` obeying the
integrality rules and the logarithmic equations, and its total momentum satisfies
`L ∑ k_j = 2π (∑ I_j + ∑ J_a)`. -/
theorem total_momentum {N M : ℕ} {u : ℝ} (hu : u ≠ 0) (L : ℝ) (k : Fin N → ℝ)
    (lam : Fin M → ℝ) (hc : ∀ j, ChargeEq u L (k j) lam) (hs : ∀ a, SpinEq u k lam a) :
    ∃ (I : Fin N → ℝ) (J : Fin M → ℝ),
      (∀ j, ∃ m : ℤ, I j + M / 2 = m) ∧ (∀ a, ∃ m : ℤ, J a + (N - M + 1) / 2 = m) ∧
      (∀ j, k j * L = 2 * π * I j - ∑ a, phase u (sin (k j) - lam a)) ∧
      (∀ a, ∑ j, phase u (lam a - sin (k j))
        = 2 * π * J a + ∑ b, phase (2 * u) (lam a - lam b)) ∧
      (∑ j, k j) * L = 2 * π * (∑ j, I j + ∑ a, J a) := by
  choose I hI hI' using fun j => (chargeEq_iff_log hu L (k j) lam).1 (hc j)
  choose J hJ hJ' using fun a => (spinEq_iff_log hu k lam a).1 (hs a)
  refine ⟨I, J, hI, hJ, hI', hJ', ?_⟩
  -- double sums of phase shifts are odd under exchange of the two families
  have key : ∀ (v : ℝ) (P Q : ℕ) (x : Fin P → ℝ) (y : Fin Q → ℝ),
      ∑ i, ∑ j, phase v (x i - y j) = -∑ j, ∑ i, phase v (y j - x i) := by
    intro v P Q x y
    calc ∑ i, ∑ j, phase v (x i - y j) = ∑ j, ∑ i, phase v (x i - y j) := Finset.sum_comm
      _ = ∑ j, ∑ i, -phase v (y j - x i) :=
        Finset.sum_congr rfl fun j _ => Finset.sum_congr rfl fun i _ => phase_swap v _ _
      _ = _ := by simp only [Finset.sum_neg_distrib]
  have h1 : ∑ j, k j * L = ∑ j, (2 * π * I j - ∑ a, phase u (sin (k j) - lam a)) :=
    Finset.sum_congr rfl fun j _ => hI' j
  have h2 : ∑ a, ∑ j, phase u (lam a - sin (k j))
      = ∑ a, (2 * π * J a + ∑ b, phase (2 * u) (lam a - lam b)) :=
    Finset.sum_congr rfl fun a _ => hJ' a
  have h3 := key (2 * u) M M lam lam
  have h4 : ∑ j, ∑ a, phase u (sin (k j) - lam a) = -∑ a, ∑ j, phase u (lam a - sin (k j)) :=
    key u N M (fun j => sin (k j)) lam
  rw [Finset.sum_sub_distrib, ← Finset.sum_mul, ← Finset.mul_sum] at h1
  rw [Finset.sum_add_distrib, ← Finset.mul_sum] at h2
  linear_combination h1 - h4 + h2 + h3 / 2

/-- The momenta `±π/2` and the rapidity `0` solve all charge and spin equations for `u = 1`
and `L = 5`. -/
theorem liebWu_witness :
    (∀ j, ChargeEq 1 5 (![π / 2, -(π / 2)] j) ![0]) ∧
      ∀ a, SpinEq 1 ![π / 2, -(π / 2)] ![0] a := by
  refine ⟨Fin.forall_fin_two.2 ⟨?_, ?_⟩, fun a => ?_⟩
  · exact (chargeEq_iff_log one_ne_zero _ _ _).2
      ⟨3 / 2, ⟨2, by norm_num⟩, by simp [phase]; ring⟩
  · exact (chargeEq_iff_log one_ne_zero _ _ _).2
      ⟨-3 / 2, ⟨-1, by norm_num⟩, by simp [phase]; ring⟩
  · exact (spinEq_iff_log one_ne_zero _ _ _).2
      ⟨0, ⟨1, by norm_num⟩, by fin_cases a; simp [phase, Fin.sum_univ_two]⟩

end

end LiebWuLogarithm
```

```lean
#print axioms LiebWuLogarithm.chargeEq_iff_of_even
#print axioms LiebWuLogarithm.chargeEq_iff_of_odd
#print axioms LiebWuLogarithm.total_momentum
```

```
'LiebWuLogarithm.chargeEq_iff_of_even' depends on axioms: [propext, Classical.choice, Quot.sound]
'LiebWuLogarithm.chargeEq_iff_of_odd' depends on axioms: [propext, Classical.choice, Quot.sound]
'LiebWuLogarithm.total_momentum' depends on axioms: [propext, Classical.choice, Quot.sound]
```

### The statements and their proofs

`chargeEq_iff_log` is the equivalence asked for, with `∃ m : ℤ, I + M / 2 = m` read over the reals. `chargeEq_iff_of_even` and `chargeEq_iff_of_odd` restate it with \(I=n\) and \(I=n+1/2\). `spinEq_iff_log` is the spin equivalence for one index \(a\). `total_momentum` says that a solution of all equations has \(I_j\), \(J_a\) obeying both integrality rules, both logarithmic equations and the momentum sum.

`scatter_eq_exp` avoids dividing: with \(c=\cos\theta\), \(s=\sin\theta\) it clears the denominator, nonzero because its imaginary part is \(u\), and proves \(y-iu=-(c+is)^2(y+iu)\) after multiplying by \(c\neq0\). The `linear_combination` uses \(su=yc\), \(s^2+c^2=1\) and \(i^2=-1\). `phase_swap`, `exp_eq_iff` and `prod_scatter` are oddness, the \(2\pi n\) ambiguity and the product formula. The main proof supplies \(I\) as `M / 2 + n` forwards and \(n\) as `m - M` backwards. The spin proof converts the sign through `hneg`. In `total_momentum`, `h1` and `h2` are the summed equations, `key` is oddness of a double sum, and `h3 / 2` removes the spin-spin term.

### A solution by hand

`liebWu_witness` takes \(u=1\), \(L=5\), \(k_0=\pi/2\), \(k_1=-\pi/2\), \(\lambda_0=0\). For \(k_0\), \(e^{5i\pi/2}=i\) and \(S_1(-1)=(-1-i)/(-1+i)=i\). The logarithmic form is \(5\pi/2=2\pi I_0-2\cdot\pi/4\), so \(I_0=3/2\), and likewise \(I_1=-3/2\), half-odd as \(M=1\) requires. The spin equation is \(S_1(-1)S_1(1)=i\cdot(-i)=1=-S_2(0)\), with \(J_0=0\) and \(J_0+1\in\mathbb Z\). The momentum sum is \(0=2\pi(3/2-3/2+0)\).

### Remarks

A solver has \(N+M\) real unknowns and residuals
\[ F_j=k_jL-2\pi I_j+\sum_a\Theta_u(\sin k_j-\lambda_a),\qquad G_a=\sum_j\Theta_u(\lambda_a-\sin k_j)-2\pi J_a-\sum_b\Theta_{2u}(\lambda_a-\lambda_b), \]
with \(\Theta\) coded by the principal-value arctangent. An exact zero with allowed \(I_j,J_a\) solves the product equations, and every real solution is a zero for some allowed choice. An \(I_j\) shifted by \(1/2\) instead yields \(e^{ik_jL}=-\prod_aS_u(\lambda_a-\sin k_j)\).

The result fixes whether the quantum numbers \(I_j\), \(J_a\) attached to a solution of the Lieb-Wu equations are integers or half-odd integers. It covers real momenta and rapidities only, so complex string solutions are excluded, and it does not say which solutions give eigenstates of the Hubbard ring. For integer \(L\), replacing \(k_j\) by \(k_j+2\pi\) solves the equations again with \(I_j\) shifted by \(L\), but it is not a new state, since \(e^{ik_j}\) and \(\sin k_j\) are unchanged. The theorems leave open whether a given set of quantum numbers has a root, whether it is unique, whether the \(I_j\) must be distinct, and which set is the ground state. At \(u=0\) the phase formula fails: \(S_0(y)=1\) for \(y\neq0\), while Lean's \(y/0=0\) makes the exponential \(-1\).
